# In the velocity gauge with a zero-mean vector potential, a free electron drifting off the polarisation axis of a uniform oscillating field has bounded canonical but unbounded kinetic angular momentum

## A drifting electron in a laser field

An electron released into a linearly polarised laser field quivers along the polarisation, and it can also drift steadily in some direction at the same time. Its angular momentum about the point of release can be formed in two ways: with the canonical momentum $p$ of the velocity gauge, where a vector potential alone, here one with zero time average, describes the field, or with the kinetic momentum, which for unit mass is the velocity $r'$. In the absence of a field the two agree. With the field on, they can behave quite differently over time, even though the field is periodic and the electron gains no energy on average from one optical period to the next.

Take an electron of mass 1 and charge $-1$, with the unit of the vector potential chosen so that its velocity is

$$r'(t) = p + A(t), \qquad A(t) = A_0\cos(\omega t)\,e, \qquad r(0)=0 .$$

Here $r(t)\in\mathbb R^3$ is the position, $A$ the vector potential, $A_0>0$ its amplitude, $\omega>0$ the angular frequency and $e$ the unit polarisation vector. The vector potential is the same everywhere in space and there is no scalar potential, so the canonical momentum $p$ is a constant vector. Since $A$ averages to zero over a period, $p$ is also the drift velocity. The zero average is a convention that matters here: adding a constant vector to $A$ leaves the field unchanged but shifts $p$, and unless that vector is parallel to the drift velocity, $r\times p$ becomes unbounded. The starting condition places the electron at the origin at an instant when the vector potential is at its peak.

We also assume $p\times e\neq 0$. Physically, the electron drifts, and does so in a direction other than the polarisation axis, so that its path is not confined to a line.

## Three statements about the motion

Write $|v|=\sqrt{v\cdot v}$. Under these assumptions:

1. The canonical angular momentum satisfies $|r(t)\times p|\le A_0|p|/\omega$ at all times.
2. The kinetic angular momentum is unbounded: for every real $C$ there is a time $t\ge 0$ with $|r(t)\times r'(t)|>C$.
3. The kinetic energy averaged over one optical period, starting at any time $t_0$, is $|p|^2/2+A_0^2/4$.

The theorem `angular_momenta_and_mean_energy` contains all three. A companion, `canonical_bound_attained_iff`, says that the bound in the first statement is reached at some time exactly when $p\cdot e=0$. The companion does not need $p\times e\ne0$.

For simulations in the velocity gauge, this means that the vector $r\times p$ is no substitute for the mechanical angular momentum $r\times r'$ while the field is on. The two differ by $r\times A$, which is perpendicular to $e$, so their components along the polarisation do agree. The theorem shows the discrepancy for one classical, unbound electron in a spatially uniform field.

## How the Lean statement describes the electron

Vectors have type `Fin 3 → ℝ`, with `⬝ᵥ` for the dot product and `⨯₃` for the cross product. Mathlib's default norm on this type is the largest absolute component, so the file defines the Euclidean length `len` separately. The function `kineticEnergy` is $v\cdot v/2$, which fixes the unit mass.

The predicate `IsTrajectory p e A₀ ω r` says that `r` starts at the origin and has derivative $p+A(t)$ at every real time. The main theorem holds for every such `r`, and the velocity in it is the actual derivative `deriv r t`. The remaining hypotheses are `he` for $e\cdot e=1$, `hA` and `hω` for the two positive parameters, and `hpe` for $p\times e\neq0$. The average is the integral from $t_0$ to $t_0+2\pi/\omega$, multiplied by $\omega/(2\pi)$.

The equation of motion is assumed and not derived from a Hamiltonian. The model leaves out the spatial variation and magnetic field of the wave, relativistic corrections, any binding potential and the envelope of a real pulse.

## Drift plus quiver motion

The right-hand side of the equation of motion does not depend on $r$, so we integrate it directly:

$$r(t)=\int_0^t \bigl(p+A_0\cos(\omega s)\,e\bigr)\,ds = p\,t+\frac{A_0}{\omega}\sin(\omega t)\,e .$$

This is the only solution, because the difference of two solutions has zero derivative and vanishes at $t=0$.

## The two angular momenta

In $r\times p$ the drift contributes $t\,p\times p=0$. Only the quiver displacement remains:

$$r\times p=\frac{A_0}{\omega}\sin(\omega t)\,e\times p=-\frac{A_0}{\omega}\sin(\omega t)\,p\times e,$$

and therefore

$$|r\times p|=\frac{A_0}{\omega}\,|\sin\omega t|\,|p\times e| .$$

Lagrange's identity with $|e|=1$ gives $|p\times e|^2=|p|^2-(p\cdot e)^2\le|p|^2$. Since also $|\sin\omega t|\le1$, the bound $A_0|p|/\omega$ follows.

Suppose the bound is reached at some $t$. Dividing by $A_0/\omega$ gives $|\sin\omega t|\,|p\times e|=|p|$, hence $|p|\le|p\times e|$. Squaring and using Lagrange's identity yields $(p\cdot e)^2\le0$, so $p\cdot e=0$. Conversely, if $p\cdot e=0$ then $|p\times e|=|p|$, and the bound is reached at $t=\pi/(2\omega)$, where the sine is 1.

For the kinetic angular momentum, the drift displacement also multiplies the quiver velocity:

$$r\times r'=\Bigl(pt+\frac{A_0}{\omega}\sin(\omega t)\,e\Bigr)\times\bigl(p+A_0\cos(\omega t)\,e\bigr)
=A_0\Bigl(t\cos\omega t-\frac{\sin\omega t}{\omega}\Bigr)\,p\times e .$$

After $n$ whole periods, at $t_n=2\pi n/\omega$, the cosine is 1 and the sine is 0, so

$$|r(t_n)\times r'(t_n)|=A_0\,\frac{2\pi n}{\omega}\,|p\times e| .$$

Because $|p\times e|>0$, this exceeds any given $C$ once $n$ is large enough.

## Kinetic energy over one period

Expanding the square gives

$$\tfrac12|r'|^2=\tfrac12|p|^2+A_0\cos(\omega t)\,(p\cdot e)+\tfrac12A_0^2\cos^2\omega t .$$

An antiderivative is

$$F(t)=\Bigl(\frac{|p|^2}{2}+\frac{A_0^2}{4}\Bigr)t+\frac{A_0}{\omega}(p\cdot e)\sin\omega t+\frac{A_0^2}{4\omega}\sin\omega t\cos\omega t .$$

To check the last term, note that its derivative is $\frac{A_0^2}{4}(\cos^2\omega t-\sin^2\omega t)$; adding the constant $\frac{A_0^2}{4}$ from the first term gives $\frac{A_0^2}{2}\cos^2\omega t$.

Over one period the trigonometric terms return to their initial values. Thus $F(t_0+2\pi/\omega)-F(t_0)=\frac{2\pi}{\omega}\bigl(\frac{|p|^2}{2}+\frac{A_0^2}{4}\bigr)$, and division by the period gives the average. The term $A_0^2/4$ is the mean energy of the quiver motion, known as the ponderomotive energy.

## The Lean file

```lean
import Mathlib

open Matrix
open scoped Real

namespace ElectronInOscillatingField

noncomputable section

/-- Euclidean length of a vector in three-dimensional space. -/
def len (v : Fin 3 → ℝ) : ℝ := √(v ⬝ᵥ v)

/-- Kinetic energy of an electron of unit mass with velocity `v`. -/
def kineticEnergy (v : Fin 3 → ℝ) : ℝ := (v ⬝ᵥ v) / 2

/-- Velocity `p + A(t)` in the vector potential `A(t) = A₀ cos(ωt) e`. -/
def velocity (p e : Fin 3 → ℝ) (A₀ ω t : ℝ) : Fin 3 → ℝ :=
  p + (A₀ * Real.cos (ω * t)) • e

/-- The path `r` starts at the origin and obeys the equation of motion `r' = p + A(t)`. -/
def IsTrajectory (p e : Fin 3 → ℝ) (A₀ ω : ℝ) (r : ℝ → Fin 3 → ℝ) : Prop :=
  r 0 = 0 ∧ ∀ t, HasDerivAt r (velocity p e A₀ ω t) t

/-- Uniform drift along `p` plus a quiver motion along `e`. -/
def orbit (p e : Fin 3 → ℝ) (A₀ ω t : ℝ) : Fin 3 → ℝ :=
  t • p + (A₀ / ω * Real.sin (ω * t)) • e

variable {p e : Fin 3 → ℝ} {A₀ ω : ℝ} {r : ℝ → Fin 3 → ℝ}

/-- The squared length of a vector is its dot product with itself. -/
theorem len_sq (v : Fin 3 → ℝ) : len v ^ 2 = v ⬝ᵥ v :=
  Real.sq_sqrt (Finset.sum_nonneg fun i _ => mul_self_nonneg (v i))

/-- Scaling a vector by `c` scales its length by `|c|`. -/
theorem len_smul (c : ℝ) (v : Fin 3 → ℝ) : len (c • v) = |c| * len v := by
  unfold len
  rw [smul_dotProduct, dotProduct_smul, smul_eq_mul, smul_eq_mul, ← mul_assoc,
    Real.sqrt_mul (mul_self_nonneg c), Real.sqrt_mul_self_eq_abs]

/-- For a unit vector `e`, the squared length of `p × e` is `|p|² - (p·e)²`. -/
theorem cross_self_dot (he : e ⬝ᵥ e = 1) :
    (p ⨯₃ e) ⬝ᵥ (p ⨯₃ e) = p ⬝ᵥ p - (p ⬝ᵥ e) ^ 2 := by
  rw [cross_dot_cross, he, dotProduct_comm e p]
  ring

/-- The equation of motion with start at the origin has exactly one solution,
drift plus quiver motion. -/
theorem isTrajectory_iff (hω : 0 < ω) :
    IsTrajectory p e A₀ ω r ↔ r = orbit p e A₀ ω := by
  have h00 : orbit p e A₀ ω 0 = 0 := by simp [orbit]
  have ho : ∀ t, HasDerivAt (orbit p e A₀ ω) (velocity p e A₀ ω t) t := by
    intro t
    have h0 : HasDerivAt (fun s : ℝ => ω * s) ω t := by
      simpa using (hasDerivAt_id' t).const_mul ω
    have h1 : HasDerivAt (fun s => A₀ / ω * Real.sin (ω * s)) (A₀ * Real.cos (ω * t)) t :=
      (h0.sin.const_mul (A₀ / ω)).congr_deriv (by field_simp)
    rw [hasDerivAt_pi]
    intro i
    have h2 := ((hasDerivAt_id' t).mul_const (p i)).fun_add (h1.mul_const (e i))
    exact h2.congr_deriv (by simp [velocity])
  constructor
  · rintro ⟨h0, h⟩
    -- the difference of two solutions has zero derivative, hence is constant
    have hd : ∀ t, HasDerivAt (fun s => r s - orbit p e A₀ ω s) 0 t := fun t =>
      ((h t).fun_sub (ho t)).congr_deriv (sub_self _)
    funext t
    have hc : r t - orbit p e A₀ ω t = r 0 - orbit p e A₀ ω 0 :=
      is_const_of_deriv_eq_zero (fun t => (hd t).differentiableAt) (fun t => (hd t).deriv) t 0
    rw [h0, h00, sub_zero] at hc
    exact sub_eq_zero.mp hc
  · rintro rfl
    exact ⟨h00, ho⟩

/-- The canonical angular momentum `r × p` has length `(A₀/ω) |sin ωt| |p × e|`. -/
theorem len_canonical (hA : 0 < A₀) (hω : 0 < ω) (hr : IsTrajectory p e A₀ ω r) (t : ℝ) :
    len (r t ⨯₃ p) = A₀ / ω * |Real.sin (ω * t)| * len (p ⨯₃ e) := by
  have h : r t ⨯₃ p = (-(A₀ / ω * Real.sin (ω * t))) • (p ⨯₃ e) := by
    rw [(isTrajectory_iff hω).mp hr]
    ext i
    fin_cases i <;> simp [orbit, cross_apply] <;> ring
  rw [h, len_smul, abs_neg, abs_mul, abs_of_pos (div_pos hA hω)]

/-- The kinetic angular momentum is `r × r' = A₀ (t cos ωt - sin(ωt)/ω) p × e`. -/
theorem kinetic_angular_momentum (hω : 0 < ω) (hr : IsTrajectory p e A₀ ω r) (t : ℝ) :
    r t ⨯₃ deriv r t =
      (A₀ * (t * Real.cos (ω * t) - Real.sin (ω * t) / ω)) • (p ⨯₃ e) := by
  rw [(hr.2 t).deriv, (isTrajectory_iff hω).mp hr]
  ext i
  fin_cases i <;> simp [orbit, velocity, cross_apply] <;> ring

/-- Averaged over one optical period starting at any time `t₀`, the kinetic energy is
`|p|²/2 + A₀²/4`. -/
theorem mean_kineticEnergy (he : e ⬝ᵥ e = 1) (hω : 0 < ω)
    (hr : IsTrajectory p e A₀ ω r) (t₀ : ℝ) :
    ω / (2 * π) * ∫ t in t₀..(t₀ + 2 * π / ω), kineticEnergy (deriv r t) =
      len p ^ 2 / 2 + A₀ ^ 2 / 4 := by
  have hE : ∀ t, kineticEnergy (deriv r t) = p ⬝ᵥ p / 2 +
      A₀ * Real.cos (ω * t) * (p ⬝ᵥ e) + A₀ ^ 2 * Real.cos (ω * t) ^ 2 / 2 := by
    intro t
    rw [(hr.2 t).deriv]
    simp only [kineticEnergy, velocity, add_dotProduct, dotProduct_add, smul_dotProduct,
      dotProduct_smul, smul_eq_mul, he, dotProduct_comm e p]
    ring
  -- an explicit antiderivative of the kinetic energy
  have hF : ∀ t, HasDerivAt (fun s => (p ⬝ᵥ p / 2 + A₀ ^ 2 / 4) * s +
      A₀ / ω * (p ⬝ᵥ e) * Real.sin (ω * s) +
      A₀ ^ 2 / (4 * ω) * (Real.sin (ω * s) * Real.cos (ω * s)))
      (p ⬝ᵥ p / 2 + A₀ * Real.cos (ω * t) * (p ⬝ᵥ e) +
        A₀ ^ 2 * Real.cos (ω * t) ^ 2 / 2) t := by
    intro t
    have h0 : HasDerivAt (fun s : ℝ => ω * s) ω t := by
      simpa using (hasDerivAt_id' t).const_mul ω
    have h1 : ω⁻¹ * ω = 1 := inv_mul_cancel₀ hω.ne'
    have h2 := Real.sin_sq_add_cos_sq (ω * t)
    refine ((((hasDerivAt_id' t).const_mul (p ⬝ᵥ p / 2 + A₀ ^ 2 / 4)).fun_add
      (h0.sin.const_mul (A₀ / ω * (p ⬝ᵥ e)))).fun_add
      ((h0.sin.fun_mul h0.cos).const_mul (A₀ ^ 2 / (4 * ω)))).congr_deriv ?_
    linear_combination (A₀ * (p ⬝ᵥ e) * Real.cos (ω * t) +
      A₀ ^ 2 / 4 * (Real.cos (ω * t) ^ 2 - Real.sin (ω * t) ^ 2)) * h1 - A₀ ^ 2 / 4 * h2
  have hper : ω * (t₀ + 2 * π / ω) = ω * t₀ + 2 * π := by field_simp
  have h3 : ω / (2 * π) * (2 * π / ω) = 1 := by
    have := Real.pi_pos
    field_simp
  simp only [hE]
  rw [intervalIntegral.integral_eq_sub_of_hasDerivAt (fun t _ => hF t)
    (Continuous.intervalIntegrable (by fun_prop) _ _), len_sq]
  -- the oscillating terms return to their values after one period
  simp only [hper, Real.sin_add_two_pi, Real.cos_add_two_pi]
  linear_combination (p ⬝ᵥ p / 2 + A₀ ^ 2 / 4) * h3

/-- The canonical angular momentum reaches the length `A₀|p|/ω` at some time exactly when
`p` is orthogonal to the polarisation `e`. -/
theorem canonical_bound_attained_iff (he : e ⬝ᵥ e = 1) (hA : 0 < A₀) (hω : 0 < ω)
    (hr : IsTrajectory p e A₀ ω r) :
    (∃ t, len (r t ⨯₃ p) = A₀ * len p / ω) ↔ p ⬝ᵥ e = 0 := by
  constructor
  · rintro ⟨t, h⟩
    rw [len_canonical hA hω hr] at h
    have h1 : |Real.sin (ω * t)| * len (p ⨯₃ e) = len p :=
      mul_left_cancel₀ (div_pos hA hω).ne' (by linear_combination h)
    have hL : 0 ≤ len (p ⨯₃ e) := Real.sqrt_nonneg _
    have h2 : len p ≤ len (p ⨯₃ e) := by
      have := mul_le_mul_of_nonneg_right (Real.abs_sin_le_one (ω * t)) hL
      linarith
    have h3 : len p ^ 2 ≤ len (p ⨯₃ e) ^ 2 := pow_le_pow_left₀ (Real.sqrt_nonneg _) h2 2
    rw [len_sq, len_sq, cross_self_dot he] at h3
    exact (pow_eq_zero_iff two_ne_zero).mp (le_antisymm (by linarith) (sq_nonneg _))
  · intro h
    have h1 : len (p ⨯₃ e) = len p := by
      unfold len
      rw [cross_self_dot he, h]
      simp
    -- a quarter period after the start the quiver displacement is largest
    refine ⟨π / (2 * ω), ?_⟩
    rw [len_canonical hA hω hr, show ω * (π / (2 * ω)) = π / 2 by field_simp,
      Real.sin_pi_div_two, abs_one, h1]
    ring

/-- For an electron driven by `A(t) = A₀ cos(ωt) e` with `p × e ≠ 0`, the canonical angular
momentum is at most `A₀|p|/ω`, the kinetic one is unbounded, and the kinetic energy averaged
over any optical period is `|p|²/2 + A₀²/4`. -/
theorem angular_momenta_and_mean_energy (he : e ⬝ᵥ e = 1) (hA : 0 < A₀) (hω : 0 < ω)
    (hpe : p ⨯₃ e ≠ 0) (hr : IsTrajectory p e A₀ ω r) :
    (∀ t, len (r t ⨯₃ p) ≤ A₀ * len p / ω) ∧
    (∀ C : ℝ, ∃ t, 0 ≤ t ∧ C < len (r t ⨯₃ deriv r t)) ∧
    (∀ t₀, ω / (2 * π) * ∫ t in t₀..(t₀ + 2 * π / ω), kineticEnergy (deriv r t) =
      len p ^ 2 / 2 + A₀ ^ 2 / 4) := by
  refine ⟨fun t => ?_, fun C => ?_, mean_kineticEnergy he hω hr⟩
  · have h1 : len (p ⨯₃ e) ≤ len p := by
      apply Real.sqrt_le_sqrt
      rw [cross_self_dot he]
      linarith [sq_nonneg (p ⬝ᵥ e)]
    rw [len_canonical hA hω hr]
    calc A₀ / ω * |Real.sin (ω * t)| * len (p ⨯₃ e) ≤ A₀ / ω * 1 * len p :=
          mul_le_mul (mul_le_mul_of_nonneg_left (Real.abs_sin_le_one _) (div_pos hA hω).le)
            h1 (Real.sqrt_nonneg _) (by positivity)
      _ = A₀ * len p / ω := by ring
  · have hL : 0 < len (p ⨯₃ e) := Real.sqrt_pos.mpr (lt_of_le_of_ne
      (Finset.sum_nonneg fun i _ => mul_self_nonneg _)
      (Ne.symm (mt dotProduct_self_eq_zero.mp hpe)))
    have hK : 0 < A₀ * (2 * π / ω) * len (p ⨯₃ e) :=
      mul_pos (mul_pos hA (div_pos Real.two_pi_pos hω)) hL
    -- look at the electron after n whole periods
    obtain ⟨n, hn⟩ := exists_nat_gt (C / (A₀ * (2 * π / ω) * len (p ⨯₃ e)))
    have ht : 0 ≤ (n : ℝ) * (2 * π / ω) := by positivity
    have hph : ω * ((n : ℝ) * (2 * π / ω)) = n * (2 * π) := by field_simp
    have hc : Real.cos ((n : ℝ) * (2 * π)) = 1 := Real.cos_nat_mul_two_pi n
    have hs : Real.sin ((n : ℝ) * (2 * π)) = 0 := by
      have h := Real.sin_sq_add_cos_sq ((n : ℝ) * (2 * π))
      rw [hc] at h
      exact (pow_eq_zero_iff two_ne_zero).mp (by linarith)
    refine ⟨n * (2 * π / ω), ht, ?_⟩
    rw [kinetic_angular_momentum hω hr, len_smul, hph, hc, hs, zero_div, sub_zero, mul_one,
      abs_of_nonneg (mul_nonneg hA.le ht)]
    rw [div_lt_iff₀ hK] at hn
    linarith

end

end ElectronInOscillatingField
```

```lean
#print axioms ElectronInOscillatingField.canonical_bound_attained_iff
-- 'ElectronInOscillatingField.canonical_bound_attained_iff' depends on axioms: [propext, Classical.choice, Quot.sound]
#print axioms ElectronInOscillatingField.angular_momenta_and_mean_energy
-- 'ElectronInOscillatingField.angular_momenta_and_mean_energy' depends on axioms: [propext, Classical.choice, Quot.sound]
```

## Solving the equation of motion in Lean

The lemma `isTrajectory_iff` states that `r` is a trajectory if and only if it equals `orbit`, the drift plus quiver motion found above. One direction differentiates `orbit` component by component, using `hasDerivAt_pi`. The other applies `is_const_of_deriv_eq_zero` to the difference of two solutions, which is the uniqueness argument given earlier. The equivalence also shows that a trajectory exists for every choice of $p$, $e$, $A_0$ and positive $\omega$.

## From components to lengths

The lemmas `len_canonical` and `kinetic_angular_momentum` insert the explicit orbit into the cross products. The step `fin_cases i` splits each vector equation into its three components, and `simp` and `ring` verify them. This replaces the use of $p\times p=0$ and $e\times p=-p\times e$ in the derivation. The length formula for $r\times p$ then follows from `len_smul`, which takes a scalar factor out of a length.

Lagrange's identity enters through `cross_self_dot`, which specialises Mathlib's `cross_dot_cross` to a unit vector $e$. It supplies $|p\times e|\le|p|$ in the main theorem and both directions of `canonical_bound_attained_iff`. In that companion theorem, `mul_left_cancel₀` performs the division by $A_0/\omega$, and the reverse direction supplies the time `π / (2 * ω)`.

## The average and the unbounded angular momentum

In `mean_kineticEnergy`, `hE` is the expanded square and `hF` states that $F$ is its antiderivative. The first `linear_combination` checks the derivative using $\omega^{-1}\omega=1$ and $\sin^2+\cos^2=1$. The fundamental theorem of calculus, `intervalIntegral.integral_eq_sub_of_hasDerivAt`, turns the integral into a difference of values of $F$, and the periodicity of sine and cosine cancels the oscillating terms.

The main theorem assembles the results. Its `calc` block bounds $|\sin\omega t|$ by 1 and $|p\times e|$ by $|p|$. For the unbounded part, `hpe` first gives $|p\times e|>0$; this is the only place where that hypothesis is used. Then `exists_nat_gt` picks a whole number

$$n>\frac{C}{A_0\,(2\pi/\omega)\,|p\times e|},$$

and the kinetic formula is evaluated after $n$ periods. The cosine there is 1 by `Real.cos_nat_mul_two_pi`, and the sine is 0 because the squares of sine and cosine sum to 1. Multiplying out the inequality for $n$ gives a length greater than $C$.
